# A real energy E away from an eliminated level is an eigenvalue exactly when the effective Hamiltonian at E has eigenvalue E

Take two levels, both at energy zero, coupled by a matrix element 1:

$$\begin{pmatrix}0&1\\1&0\end{pmatrix}\begin{pmatrix}x\\c\end{pmatrix}=E\begin{pmatrix}x\\c\end{pmatrix}.$$

The rows read $c=Ex$ and $x=Ec$. For $E\neq0$ the second gives $c=x/E$, and the first becomes $(1/E)\,x=Ex$. If $x$ vanished, so would $c$; hence $x\neq0$ and $E=\pm1$. The remaining level has the effective energy $1/E$, which is $1$ at $E=1$ and $-1$ at $E=-1$. No single number serves for both eigenvalues.

Now let $A$ be a complex matrix on $n$ levels, $v\in\mathbb C^n$ their coupling to one extra level, and $D$ the real energy of that level. The basis is orthonormal, so there is no overlap matrix. With $v^*$ the conjugate row of $v$, set

$$H=\begin{pmatrix}A&v\\v^*&D\end{pmatrix},\qquad H_{\rm eff}(E)=A+\frac{vv^*}{E-D}.$$

Downfolding a Hamiltonian matrix by Löwdin partitioning uses this algebra, here for a finite matrix and a single eliminated level.

```lean
import Mathlib

open Matrix

namespace LevelElimination

noncomputable section

variable {n : Type*}
```

An eigenvalue means a real number $E$ with a nonzero vector satisfying $Mx=Ex$. If $A$ is Hermitian, so is $H$, and real $E$ covers its whole spectrum. Only part (a) assumes this; the other parts hold for any $A$, but say nothing about non-real eigenvalues.

```lean
/-- The real number `E` is an eigenvalue of the complex matrix `M`. -/
def IsEigenvalue {m : Type*} [Fintype m] (M : Matrix m m ℂ) (E : ℝ) : Prop :=
  ∃ x : m → ℂ, x ≠ 0 ∧ M *ᵥ x = (E : ℂ) • x
```

In Lean, $H$ is `full A v D`. Its index type `n ⊕ Unit` lists the $n$ block levels and then the extra one.

```lean
/-- The full Hamiltonian: a block `A` coupled through `v` to one extra level of energy `D`. -/
def full (A : Matrix n n ℂ) (v : n → ℂ) (D : ℝ) : Matrix (n ⊕ Unit) (n ⊕ Unit) ℂ :=
  Matrix.fromBlocks A (Matrix.of fun i _ => v i) (Matrix.of fun _ j => star (v j))
    (Matrix.of fun _ _ => (D : ℂ))
```

$H_{\rm eff}(E)$ is `effective A v D E`, and `Matrix.vecMulVec v (star v)` is $vv^*$, with entries $v_i\overline{v_j}$.

```lean
/-- The effective Hamiltonian `A + v v* / (E - D)` at energy `E`. -/
def effective (A : Matrix n n ℂ) (v : n → ℂ) (D E : ℝ) : Matrix n n ℂ :=
  A + (((E - D)⁻¹ : ℝ) : ℂ) • Matrix.vecMulVec v (star v)
```

## (a) Hermiticity at a real energy

**Task.** For Hermitian $A$ and real $E\neq D$, show that $H_{\rm eff}(E)^*=H_{\rm eff}(E)$.

**Solution.** The conjugate of the $(j,i)$ entry is

$$\overline{A_{ji}}+\frac{\overline{v_j}\,v_i}{E-D}=A_{ij}+\frac{v_i\overline{v_j}}{E-D},$$

which is the $(i,j)$ entry. The denominator is unchanged because it is real.

```lean
/-- If the block `A` is Hermitian, so is the effective Hamiltonian at every real energy. -/
theorem effective_isHermitian {A : Matrix n n ℂ} (hA : A.IsHermitian) (v : n → ℂ) (D E : ℝ) :
    (effective A v D E).IsHermitian := by
  have hc : star (((E - D)⁻¹ : ℝ) : ℂ) = (((E - D)⁻¹ : ℝ) : ℂ) := Complex.conj_ofReal _
  apply Matrix.IsHermitian.ext
  intro i j
  simp only [effective, Matrix.add_apply, Matrix.smul_apply, Matrix.vecMulVec_apply,
    smul_eq_mul, Pi.star_apply, star_add, star_mul', star_star, hA.apply i j, hc]
  ring
```

Here `hc` records that the coefficient is real, and `hA.apply i j` supplies $\overline{A_{ji}}=A_{ij}$. The Lean statement does not ask for $E\neq D$: Lean takes $0^{-1}=0$, so at $E=D$ `effective` returns $A$. The formula for $H_{\rm eff}$ itself is undefined there.

## (b) The eigenvalue equation by rows

**Task.** Show that $H\binom{x}{c}=E\binom{x}{c}$ is equivalent to

$$(Ax)_i+v_ic=Ex_i\ \text{ for all } i,\qquad v^*x+Dc=Ec.$$

**Solution.** Row $i$ of the product is $\sum_jA_{ij}x_j+v_ic$. The last row is $\sum_j\overline{v_j}x_j+Dc$. Equate each with the same row of $E\binom xc$.

```lean
/-- The eigenvalue equation of the full Hamiltonian, written out for the amplitudes `x` in the
block and `c` on the extra level. -/
theorem block_equations [Fintype n] (A : Matrix n n ℂ) (v x : n → ℂ) (D E : ℝ) (c : ℂ) :
    full A v D *ᵥ Sum.elim x (fun _ => c) = (E : ℂ) • Sum.elim x (fun _ => c) ↔
      (∀ i, (A *ᵥ x) i + v i * c = E * x i) ∧ star v ⬝ᵥ x + D * c = E * c := by
  rw [funext_iff, Sum.forall]
  simp [full, Matrix.mulVec, dotProduct, Fintype.sum_sum_type]
```

The stacked vector is `Sum.elim x (fun _ => c)`, and `star v ⬝ᵥ x` is $v^*x$. `Sum.forall` separates the block rows from the last one.

## (c) Eliminating the amplitude

**Task.** For $E\neq D$, show that $(x,c)$ solves the equation in (b) exactly when

$$H_{\rm eff}(E)\,x=Ex\quad\text{and}\quad c=\frac{v^*x}{E-D}.$$

**Solution.** The last row is $(E-D)c=v^*x$. Dividing by $E-D\neq0$ gives $c$, and multiplying back recovers the row. With this $c$,

$$(Ax)_i+v_ic=(Ax)_i+\frac{v_i\,(v^*x)}{E-D}=(H_{\rm eff}(E)x)_i,$$

so the block rows say $H_{\rm eff}(E)x=Ex$. Every step is reversible.

```lean
/-- Away from `E = D`, `(x, c)` solves the full eigenvalue equation exactly when `x` solves the
effective one and `c = v*x / (E - D)`. -/
theorem eigenvector_iff [Fintype n] (A : Matrix n n ℂ) (v x : n → ℂ) {D E : ℝ}
    (hE : E ≠ D) (c : ℂ) :
    full A v D *ᵥ Sum.elim x (fun _ => c) = (E : ℂ) • Sum.elim x (fun _ => c) ↔
      effective A v D E *ᵥ x = (E : ℂ) • x ∧ c = (star v ⬝ᵥ x) / ((E : ℂ) - D) := by
  have hne : (E : ℂ) - D ≠ 0 := sub_ne_zero.mpr (by exact_mod_cast hE)
  -- the last block equation fixes the amplitude on the eliminated level
  have hc : star v ⬝ᵥ x + D * c = E * c ↔ c = (star v ⬝ᵥ x) / ((E : ℂ) - D) := by
    rw [eq_div_iff hne]
    constructor <;> intro h <;> linear_combination -h
  have heff : ∀ i, (effective A v D E *ᵥ x) i =
      (A *ᵥ x) i + (((E - D)⁻¹ : ℝ) : ℂ) * v i * (star v ⬝ᵥ x) := by
    intro i
    simp only [effective, Matrix.mulVec, dotProduct, Matrix.add_apply, Matrix.smul_apply,
      Matrix.vecMulVec_apply, smul_eq_mul, add_mul, Finset.sum_add_distrib, Finset.mul_sum]
    congr 1
    apply Finset.sum_congr rfl
    intros
    ring
  rw [block_equations, hc]
  apply and_congr_left
  intro h
  rw [funext_iff]
  apply forall_congr'
  intro i
  have hi : v i * c = (((E - D)⁻¹ : ℝ) : ℂ) * v i * (star v ⬝ᵥ x) := by
    rw [h]
    push_cast
    ring
  rw [heff, hi, Pi.smul_apply, smul_eq_mul]
```

`hc` solves the last row, `heff` expands the effective matrix acting on $x$, and `hi` substitutes for $c$. `and_congr_left` lets the formula for $c$ be used while the block rows are compared.

## (d) Nonzero vectors in two parts

**Task.** Show that $E$ is an eigenvalue of $H$ exactly when

$$H\binom xc=E\binom xc\quad\text{for some }(x,c)\text{ with }x\neq0\text{ or }c\neq0.$$

**Solution.** Every vector $y$ on the $n+1$ levels is $\binom xc$, with $x$ its first $n$ entries and $c$ its last. It vanishes exactly when both parts do.

```lean
/-- `E` is an eigenvalue of the full Hamiltonian exactly when its eigenvalue equation has a
solution `(x, c)` whose two parts do not both vanish. -/
theorem isEigenvalue_full_iff [Fintype n] (A : Matrix n n ℂ) (v : n → ℂ) (D E : ℝ) :
    IsEigenvalue (full A v D) E ↔ ∃ (x : n → ℂ) (c : ℂ), (x ≠ 0 ∨ c ≠ 0) ∧
      full A v D *ᵥ Sum.elim x (fun _ => c) = (E : ℂ) • Sum.elim x (fun _ => c) := by
  constructor
  · rintro ⟨y, hy, h⟩
    have hye : Sum.elim (fun i => y (Sum.inl i)) (fun _ => y (Sum.inr ())) = y := by
      funext k
      rcases k with i | i <;> rfl
    refine ⟨fun i => y (Sum.inl i), y (Sum.inr ()), ?_, by rw [hye]; exact h⟩
    by_contra hn
    simp only [not_or, ne_eq, not_not] at hn
    apply hy
    funext k
    rcases k with i | i
    · exact congrFun hn.1 i
    · exact hn.2
  · rintro ⟨x, c, hxc, h⟩
    refine ⟨Sum.elim x (fun _ => c), ?_, h⟩
    intro h0
    rcases hxc with hx | hc
    · exact hx (funext fun i => congrFun h0 (Sum.inl i))
    · exact hc (congrFun h0 (Sum.inr ()))
```

`hye` reassembles $y$ from its parts; the rest compares entries.

## (e) The eigenvalue equivalence

**Task.** For $E\neq D$, show that

$$E\text{ is an eigenvalue of }H\iff E\text{ is an eigenvalue of }H_{\rm eff}(E).$$

**Solution.** Let $(x,c)$ be a nonzero solution for $H$. By (c), $H_{\rm eff}(E)x=Ex$. If $x=0$, then $c=v^*x/(E-D)=0$, a contradiction; so $x$ is an eigenvector. Conversely, extend an eigenvector $x$ of $H_{\rm eff}(E)$ by $c=v^*x/(E-D)$. By (c) this solves the full equation, and it is nonzero because $x$ is.

```lean
/-- For `E ≠ D`, `E` is an eigenvalue of the full Hamiltonian if and only if it is an eigenvalue
of the effective Hamiltonian taken at the energy `E` itself. -/
theorem eigenvalue_iff_effective [Fintype n] (A : Matrix n n ℂ) (v : n → ℂ) {D E : ℝ}
    (hE : E ≠ D) :
    IsEigenvalue (full A v D) E ↔ IsEigenvalue (effective A v D E) E := by
  rw [isEigenvalue_full_iff]
  constructor
  · rintro ⟨x, c, hxc, h⟩
    obtain ⟨h1, h2⟩ := (eigenvector_iff A v x hE c).mp h
    refine ⟨x, ?_, h1⟩
    -- a vanishing block part would force the whole vector to vanish
    intro hx
    rw [hx, dotProduct_zero, zero_div] at h2
    exact hxc.elim (fun h => h hx) (fun h => h h2)
  · rintro ⟨x, hx, h⟩
    exact ⟨x, _, Or.inl hx, (eigenvector_iff A v x hE _).mpr ⟨h, rfl⟩⟩
```

The two bullets in the proof are these two directions.

The condition $E\neq D$ matters. In the two-level example put $E=D=0$. Lean takes $0^{-1}=0$, so `effective` returns $A=0$, which has eigenvalue $0$, while $H$ has only $\pm1$.

For Hermitian $A$, one way to use this in a program is to diagonalise $H_{\rm eff}(E)$ at a trial energy, follow one eigenvalue $\lambda(E)$, and solve $\lambda(E)=E$. Feeding $\lambda$ back as the next $E$ may fail to converge: in the two-level example, starting from $2$ gives $1/2, 2, 1/2,\dots$. A bracketing root search on $\lambda(E)-E$ avoids that cycle. The bracket should not contain $D$: in the example $1/E-E$ also changes sign across $E=0$, where it has no root.

## (f) The energy of the eliminated level

**Task.** For $v\neq0$, show that $D$ is an eigenvalue of $H$ exactly when there are $x\neq0$ and a number $c$ with

$$v^*x=0,\qquad Ax+cv=Dx.$$

**Solution.** At $E=D$ the last row in (b) is $v^*x+Dc=Dc$, that is, $v^*x=0$. The block rows are $Ax+cv=Dx$. For a nonzero solution $(x,c)$, suppose $x=0$. Then $c\neq0$ but $v_ic=0$ for all $i$, so $v=0$, a contradiction. Conversely, any such $x$ and $c$ satisfy both sets of rows, and $\binom xc\neq0$.

```lean
/-- The excluded energy: for `v ≠ 0`, `D` is an eigenvalue of the full Hamiltonian exactly when
some nonzero `x` orthogonal to `v` satisfies `A x + c v = D x` for a number `c`. -/
theorem eigenvalue_at_level [Fintype n] (A : Matrix n n ℂ) {v : n → ℂ} (hv : v ≠ 0) (D : ℝ) :
    IsEigenvalue (full A v D) D ↔ ∃ x : n → ℂ, x ≠ 0 ∧ star v ⬝ᵥ x = 0 ∧
      ∃ c : ℂ, ∀ i, (A *ᵥ x) i + v i * c = D * x i := by
  rw [isEigenvalue_full_iff]
  constructor
  · rintro ⟨x, c, hxc, h⟩
    obtain ⟨h1, h2⟩ := (block_equations A v x D D c).mp h
    refine ⟨x, ?_, by linear_combination h2, c, h1⟩
    intro hx
    have hc : c ≠ 0 := hxc.resolve_left (fun h => h hx)
    apply hv
    funext i
    have h3 : v i * c = 0 := by simpa [hx] using h1 i
    exact (mul_eq_zero.mp h3).resolve_right hc
  · rintro ⟨x, hx, h0, c, h1⟩
    exact ⟨x, c, Or.inl hx, (block_equations A v x D D c).mpr ⟨h1, by rw [h0, zero_add]⟩⟩
```

The proof applies `block_equations` with $E=D$ and uses `hv` only to exclude $x=0$. For $n=1$ no nonzero $x$ is orthogonal to $v$, so $D$ is never an eigenvalue.

Without $v\neq0$ the statement fails: for $n=1$, $A=1$, $D=0$, $v=0$, the extra level alone gives eigenvalue $0$, but $Ax=0$ forces $x=0$.

## (g) Two energies, two effective matrices

**Task.** For $E,E'\neq D$, show that

$$H_{\rm eff}(E)-H_{\rm eff}(E')=\frac{E'-E}{(E-D)(E'-D)}\,vv^*,$$

and that for $v\neq0$ the two matrices agree only if $E=E'$.

**Solution.** The block $A$ cancels, leaving

$$\frac1{E-D}-\frac1{E'-D}=\frac{(E'-D)-(E-D)}{(E-D)(E'-D)}=\frac{E'-E}{(E-D)(E'-D)}$$

as the coefficient of $vv^*$. If the matrices agree, choose $i$ with $v_i\neq0$. The $(i,i)$ entry of the difference is the coefficient times $|v_i|^2$, so the coefficient vanishes and $E'=E$. The converse is immediate.

```lean
/-- Effective Hamiltonians at two energies other than `D` differ by an explicit multiple of `v v*`;
for `v ≠ 0` they coincide only if the energies do. -/
theorem effective_energy_dependence (A : Matrix n n ℂ) (v : n → ℂ) {D E E' : ℝ}
    (hE : E ≠ D) (hE' : E' ≠ D) :
    effective A v D E - effective A v D E' =
        (((E' - E) / ((E - D) * (E' - D)) : ℝ) : ℂ) • Matrix.vecMulVec v (star v) ∧
      (v ≠ 0 → (effective A v D E = effective A v D E' ↔ E = E')) := by
  have h1 := sub_ne_zero.mpr hE
  have h2 := sub_ne_zero.mpr hE'
  have hcoef : (E' - E) / ((E - D) * (E' - D)) = (E - D)⁻¹ - (E' - D)⁻¹ := by
    rw [inv_sub_inv h1 h2]
    congr 1
    ring
  have hdiff : effective A v D E - effective A v D E' =
      (((E' - E) / ((E - D) * (E' - D)) : ℝ) : ℂ) • Matrix.vecMulVec v (star v) := by
    rw [hcoef, Complex.ofReal_sub, sub_smul]
    simp only [effective]
    abel
  refine ⟨hdiff, fun hv => ⟨fun h => ?_, fun h => by rw [h]⟩⟩
  -- a diagonal entry of v v* with v i ≠ 0 detects the coefficient
  obtain ⟨i, hi⟩ := Function.ne_iff.mp hv
  have hi' : v i ≠ 0 := hi
  rw [h, sub_self] at hdiff
  have hii := congrFun (congrFun hdiff i) i
  simp only [Matrix.zero_apply, Matrix.smul_apply, Matrix.vecMulVec_apply, smul_eq_mul,
    Pi.star_apply] at hii
  have hr := (mul_eq_zero.mp hii.symm).resolve_right (mul_ne_zero hi' (star_ne_zero.mpr hi'))
  have hr' := (div_eq_zero_iff.mp (Complex.ofReal_eq_zero.mp hr)).resolve_right
    (mul_ne_zero h1 h2)
  linarith
```

`hcoef` is the subtraction of fractions, and `hii` is the diagonal entry. If $v=0$, the effective matrix is $A$ at every energy.

## (h) Moving the energy origin

**Task.** Show that replacing $A$ by $A+s\mathbb 1$ and $D$ by $D+s$, with $s$ real, gives

$$H\longmapsto H+s\mathbb 1.$$

**Solution.** Each diagonal entry of $H$ rises by $s$. The couplings $v_i$, $\overline{v_i}$ and the off-diagonal entries of $A$ stay as they were.

```lean
/-- Raising `A` and `D` by `s` raises the full Hamiltonian by the constant `s`. -/
theorem full_shift [DecidableEq n] (A : Matrix n n ℂ) (v : n → ℂ) (D s : ℝ) :
    full (A + (s : ℂ) • 1) v (D + s) = full A v D + (s : ℂ) • 1 := by
  ext i j
  rcases i with i | i <;> rcases j with j | j <;> simp [full, Matrix.one_apply]
```

The two `rcases` steps run through the four blocks.

## (i) A fixed elimination energy

**Task.** Eliminate the level at a fixed number $\varepsilon$, with $\varepsilon\neq D$ and $\varepsilon-s\neq D$. Let $H_{\rm eff}^{(s)}$ be the effective matrix built from $A+s\mathbb 1$ and $D+s$. Show that

$$H_{\rm eff}^{(s)}(\varepsilon)=H_{\rm eff}(\varepsilon)+s\mathbb 1+\frac{s}{(\varepsilon-s-D)(\varepsilon-D)}\,vv^*,$$

and that for $v\neq0$ the change is the plain shift $s\mathbb 1$ only if $s=0$.

**Solution.** Since $\varepsilon-(D+s)=(\varepsilon-s)-D$,

$$H_{\rm eff}^{(s)}(\varepsilon)=A+s\mathbb 1+\frac{vv^*}{(\varepsilon-s)-D}=H_{\rm eff}(\varepsilon-s)+s\mathbb 1.$$

Part (g), with energies $\varepsilon-s$ and $\varepsilon$, gives the extra term, because $\varepsilon-(\varepsilon-s)=s$. It also says that for $v\neq0$ the term vanishes only if $\varepsilon-s=\varepsilon$, that is, $s=0$.

```lean
/-- With the elimination energy `ε` held fixed, and neither `ε` nor `ε - s` equal to `D`, shifting
the energy origin by `s` changes the effective Hamiltonian by `s` plus a multiple of `v v*`; for `v
≠ 0` the change is the plain shift only if `s = 0`. -/
theorem effective_origin_dependence [DecidableEq n] (A : Matrix n n ℂ) (v : n → ℂ)
    {D ε s : ℝ} (h : ε ≠ D) (hs : ε - s ≠ D) :
    effective (A + (s : ℂ) • 1) v (D + s) ε = effective A v D ε + (s : ℂ) • 1 +
        ((s / ((ε - s - D) * (ε - D)) : ℝ) : ℂ) • Matrix.vecMulVec v (star v) ∧
      (v ≠ 0 → (effective (A + (s : ℂ) • 1) v (D + s) ε =
        effective A v D ε + (s : ℂ) • 1 ↔ s = 0)) := by
  -- shifting the origin amounts to eliminating at the energy ε - s
  have hshift : effective (A + (s : ℂ) • 1) v (D + s) ε =
      effective A v D (ε - s) + (s : ℂ) • 1 := by
    simp only [effective]
    rw [show ε - (D + s) = ε - s - D by ring]
    abel
  obtain ⟨hd, hinj⟩ := effective_energy_dependence A v hs h
  rw [show ε - (ε - s) = s by ring] at hd
  rw [hshift]
  refine ⟨by rw [← hd]; abel, fun hv => ?_⟩
  rw [add_left_inj, hinj hv]
  constructor <;> intro h' <;> linarith

end

end LevelElimination
```

`hshift` is the displayed identity, and `effective_energy_dependence` supplies both conclusions. The dependence on the origin comes from holding $\varepsilon$ fixed. A code that uses a fixed elimination energy should therefore move it with the origin: with $\varepsilon+s$ in place of $\varepsilon$, the denominator is again $\varepsilon-D$ and only the plain shift remains.

```lean
#print axioms LevelElimination.eigenvalue_iff_effective
#print axioms LevelElimination.eigenvalue_at_level
#print axioms LevelElimination.full_shift
#print axioms LevelElimination.effective_origin_dependence
```

```
'LevelElimination.eigenvalue_iff_effective' depends on axioms: [propext, Classical.choice, Quot.sound]
'LevelElimination.eigenvalue_at_level' depends on axioms: [propext, Classical.choice, Quot.sound]
'LevelElimination.full_shift' depends on axioms: [propext, Classical.choice, Quot.sound]
'LevelElimination.effective_origin_dependence' depends on axioms: [propext, Classical.choice, Quot.sound]
```
